# Mirror compatibility of E doublets at Γ and M: A1 + A2 or B1 + B2 at X

The declaration `doublet_to_doublet` concerns two bands that form an E doublet at Γ and another at M, points with C4v symmetry, while X has C2v symmetry. It says that nonnegative integer multiplicities at X are compatible with these doublets exactly when the irreps there are A1 and A2, or B1 and B2, once each. Compatible means here that the total dimension is the same at the three points and that the mirror traces agree at the two ends of each of the lines Γ–X, X–M and M–Γ; no Hamiltonian enters. The proof turns compatibility into equal counts of mirror-even and mirror-odd bands, turns the vector equations into equations between entries, and leaves the integer arithmetic to `omega`.

An attempt in Lean 4 with a fault in it:

```lean
import Mathlib

open Matrix

namespace DoubletToDoublet

/-- Dimensions of the C4v irreps A1, A2, B1, B2, E. -/
def dimC4v : Fin 5 → ℤ := ![1, 1, 1, 1, 2]

/-- Characters of the axial mirror σ_v in the C4v irreps A1, A2, B1, B2, E. -/
def sigmaV : Fin 5 → ℤ := ![1, -1, 1, -1, 0]

/-- Characters of the diagonal mirror σ_d in the C4v irreps A1, A2, B1, B2, E. -/
def sigmaD : Fin 5 → ℤ := ![1, -1, -1, 1, 0]

/-- Dimensions of the C2v irreps A1, A2, B1, B2. -/
def dimC2v : Fin 4 → ℤ := ![1, 1, 1, 1]

/-- Characters at X of the mirror that preserves the line Γ–X, for A1, A2, B1, B2. -/
def mirrorGX : Fin 4 → ℤ := ![1, -1, 1, -1]

/-- Characters at X of the mirror that preserves the line X–M, for A1, A2, B1, B2. -/
def mirrorXM : Fin 4 → ℤ := ![1, -1, -1, 1]

/-- Compatibility of the multiplicities `g` at Γ, `x` at X and `m` at M: equal total dimension
at the three points, and equal mirror traces at the two ends of Γ–X, X–M and M–Γ. -/
def Compatible (g : Fin 5 → ℤ) (x : Fin 4 → ℤ) (m : Fin 5 → ℤ) : Prop :=
  g ⬝ᵥ dimC4v = x ⬝ᵥ dimC2v ∧ x ⬝ᵥ dimC2v = m ⬝ᵥ dimC4v ∧
  g ⬝ᵥ sigmaV = x ⬝ᵥ mirrorGX ∧ x ⬝ᵥ mirrorXM = m ⬝ᵥ sigmaV ∧
  m ⬝ᵥ sigmaD = g ⬝ᵥ sigmaD

/-- Multiplicities are compatible exactly when the numbers of mirror-even and of mirror-odd
bands agree at the two ends of each of the lines Γ–X, X–M and M–Γ. -/
theorem compatible_iff_parity (g : Fin 5 → ℤ) (x : Fin 4 → ℤ) (m : Fin 5 → ℤ) :
    Compatible g x m ↔
      (g 0 + g 2 + g 4 = x 0 + x 2 ∧ g 1 + g 3 + g 4 = x 1 + x 3) ∧
      (x 0 + x 3 = m 0 + m 2 + m 4 ∧ x 1 + x 2 = m 1 + m 3 + m 4) ∧
      (m 0 + m 3 + m 4 = g 0 + g 3 + g 4 ∧ m 1 + m 2 + m 4 = g 1 + g 2 + g 4) := by
  simp only [Compatible, dimC4v, dimC2v, sigmaV, sigmaD, mirrorGX, mirrorXM,
    dotProduct, Fin.sum_univ_five, Fin.sum_univ_four, Matrix.cons_val]
  constructor <;> intro h <;> and_intros <;> omega

/-- A list of four multiplicities is fixed by its entries. -/
theorem eq_vec4 (x : Fin 4 → ℤ) (a b c d : ℤ) :
    x = ![a, b, c, d] ↔ x 0 = a ∧ x 1 = b ∧ x 2 = c ∧ x 3 = d := by
  constructor
  · rintro rfl
    exact ⟨rfl, rfl, rfl, rfl⟩
  · rintro ⟨h0, h1, h2, h3⟩
    funext i
    fin_cases i
    exacts [h0, h1, h2, h3]

/-- With nonnegative multiplicities at X, two bands that form an E doublet at Γ and at M
are compatible exactly when they have A1 and A2, or B1 and B2, at X. -/
theorem doublet_to_doublet (x : Fin 4 → ℤ) (hx : ∀ i, 0 ≤ x i) :
    Compatible ![0, 0, 0, 0, 1] x ![0, 0, 0, 0, 1] ↔
      x = ![1, 1, 0, 0] ∨ x = ![0, 0, 1, 1] := by
  have x0 := hx 0
  have x2 := hx 2
  simp only [compatible_iff_parity, eq_vec4, Matrix.cons_val]
  constructor
  · intro h
    have hc : x 0 = 1 ∨ x 0 = 0 := by omega
    rcases hc with hc | hc
    · left
      and_intros <;> omega
    · right
      and_intros <;> omega
  · rintro (h | h) <;> and_intros <;> omega

end DoubletToDoublet
```

Lean reports:

```
Main.lean:70:38: error: omega could not prove the goal:
No usable constraints found. You may need to unfold definitions so `omega` can see linear arithmetic facts about `Nat` and `Int`, which may also involve multiplication, division, and modular remainder by constants.
Main.lean:70:38: error: omega could not prove the goal:
No usable constraints found. You may need to unfold definitions so `omega` can see linear arithmetic facts about `Nat` and `Int`, which may also involve multiplication, division, and modular remainder by constants.
Main.lean:70:38: error: omega could not prove the goal:
No usable constraints found. You may need to unfold definitions so `omega` can see linear arithmetic facts about `Nat` and `Int`, which may also involve multiplication, division, and modular remainder by constants.
Main.lean:70:38: error: omega could not prove the goal:
No usable constraints found. You may need to unfold definitions so `omega` can see linear arithmetic facts about `Nat` and `Int`, which may also involve multiplication, division, and modular remainder by constants.
```

Cause. All four errors come from the last line, which proves that the two listed choices at X are compatible. Γ and M carry the same doublet, so the two equations for the line M–Γ contain only numbers and have equal sides. `simp only` reduces each of them to `True`, but it was given no lemma that removes `True` from a conjunction. `and_intros` then makes each `True` a goal of its own, two for each choice at X, hence four errors.

`omega` does not prove the goal `True` as such; it looks for a contradiction among linear facts. The only ones it has here are the hypotheses on the entries of `x`, and these are consistent. The message speaks of no usable constraints because those equations, once solved, leave none over.

The added lemma `and_true` rewrites `p ∧ True` to `p`, so `simp only` now drops the M–Γ part altogether. The goals that remain are equations in the entries of `x`, which `omega` proves from the hypotheses.

The mended proof, as a diff:

```diff
@@ -59,5 +59,5 @@
   have x0 := hx 0
   have x2 := hx 2
-  simp only [compatible_iff_parity, eq_vec4, Matrix.cons_val]
+  simp only [compatible_iff_parity, eq_vec4, Matrix.cons_val, and_true]
   constructor
   · intro h
```
